# A lower bound from the couplings on the spacing of first-order spin-multiplet lines

A nucleus at frequency ν₀ is coupled to finitely many spin-1/2 neighbours, numbered in order, and to first order its line lies at ν₀ + ∑ₖ mₖJₖ, with each mₖ equal to 1/2 or −1/2 and the couplings Jₖ real. The declaration `line_separation` states that for any two different configurations of the neighbours there is some k for which the distance between the two lines is at least |Jₖ| − ∑_{i<k} |Jᵢ|, a bound that may be zero or negative. The attempt takes for k the last neighbour whose spin differs, so that all later terms cancel in the difference of the positions. The k-th term then has magnitude |Jₖ|, the earlier ones can offset at most the sum of their magnitudes, and a form of the triangle inequality gives the bound.

In Lean, a first try:

```lean
import Mathlib

open Finset

namespace LineSeparation

noncomputable section

variable {n : ℕ}

/-- The magnetic quantum number of neighbour `k`: `1/2` if it belongs to the set `s` of up spins,
and `-1/2` otherwise. -/
def spinZ (s : Finset (Fin n)) (k : Fin n) : ℝ := if k ∈ s then 1 / 2 else -1 / 2

/-- First-order line position of a nucleus at frequency `ν₀` with couplings `J`, when the
neighbours in `s` are up and the others down. -/
def linePos (ν₀ : ℝ) (J : Fin n → ℝ) (s : Finset (Fin n)) : ℝ :=
  ν₀ + ∑ k, spinZ s k * J k

/-- The lines of two different configurations are at least as far apart as the excess of some
coupling, in magnitude, over the sum of the magnitudes of all earlier ones. -/
theorem line_separation (ν₀ : ℝ) (J : Fin n → ℝ) {s t : Finset (Fin n)} (hst : s ≠ t) :
    ∃ k, |J k| - ∑ i ∈ Iio k, |J i| ≤ |linePos ν₀ J s - linePos ν₀ J t| := by
  -- take the last neighbour whose spin differs
  have hD : (univ.filter fun k => ¬(k ∈ s ↔ k ∈ t)).Nonempty := by
    by_contra h
    apply hst
    ext k
    by_contra hk
    exact h ⟨k, mem_filter.2 ⟨mem_univ k, hk⟩⟩
  obtain ⟨k, hkD, hmax⟩ := Finset.exists_max_image _ id hD
  have hk := (mem_filter.1 hkD).2
  refine ⟨k, ?_⟩
  -- later neighbours drop out of the difference
  have hdiff : linePos ν₀ J s - linePos ν₀ J t = (spinZ s k - spinZ t k) * J k
      + ∑ i ∈ Iio k, (spinZ s i - spinZ t i) * J i := by
    have h1 : linePos ν₀ J s - linePos ν₀ J t = ∑ i, (spinZ s i - spinZ t i) * J i := by
      simp only [linePos, sub_mul, Finset.sum_sub_distrib]
      ring
    rw [h1, ← Finset.sum_insert (by simp : k ∉ Iio k)]
    symm
    refine Finset.sum_subset (subset_univ _) fun i _ hi => ?_
    simp only [mem_insert, mem_Iio, not_or, not_lt] at hi
    have hi' : i ∈ s ↔ i ∈ t := by
      by_contra h
      exact hi.1 (le_antisymm (hmax i (mem_filter.2 ⟨mem_univ i, h⟩)) hi.2)
    simp [spinZ, hi']
  have hlead : |(spinZ s k - spinZ t k) * J k| = |J k| := by
    have h1 : |spinZ s k - spinZ t k| = 1 := by
      unfold spinZ
      by_cases hs : k ∈ s <;> by_cases ht : k ∈ t
      · exact absurd (iff_of_true hs ht) hk
      · rw [if_pos hs, if_neg ht]; norm_num
      · rw [if_neg hs, if_pos ht]; norm_num
      · exact absurd (iff_of_false hs ht) hk
    rw [abs_mul, h1, one_mul]
  -- earlier neighbours can compensate at most the sum of their couplings
  have hrest : |∑ i ∈ Iio k, (spinZ s i - spinZ t i) * J i| ≤ ∑ i ∈ Iio k, |J i| := by
    refine (Finset.abs_sum_le_sum_abs _ _).trans (Finset.sum_le_sum fun i _ => ?_)
    have h1 : |spinZ s i - spinZ t i| ≤ 1 := by
      unfold spinZ
      split_ifs <;> norm_num
    rw [abs_mul]
    exact mul_le_of_le_one_left (abs_nonneg _) h1
  have htri := abs_sub_abs_le_abs_sub ((spinZ s k - spinZ t k) * J k)
    (-∑ i ∈ Iio k, (spinZ s i - spinZ t i) * J i)
  rw [abs_neg, sub_neg_eq_add, ← hdiff, hlead] at htri
  linarith

end

end LineSeparation
```

Lean reports:

```
Main.lean:40:12: error: Tactic `rewrite` failed: Did not find an occurrence of the pattern
  ?m.192 k + ∑ x < k, ?m.192 x
in the target expression
  ∑ i, (spinZ s i - spinZ t i) * J i = (spinZ s k - spinZ t k) * J k + ∑ i < k, (spinZ s i - spinZ t i) * J i

n : ℕ
ν₀ : ℝ
J : Fin n → ℝ
s t : Finset (Fin n)
hst : s ≠ t
hD : {k | ¬(k ∈ s ↔ k ∈ t)}.Nonempty
k : Fin n
hkD : k ∈ {k | ¬(k ∈ s ↔ k ∈ t)}
hmax : ∀ x' ∈ {k | ¬(k ∈ s ↔ k ∈ t)}, id x' ≤ id k
hk : ¬(k ∈ s ↔ k ∈ t)
h1 : linePos ν₀ J s - linePos ν₀ J t = ∑ i, (spinZ s i - spinZ t i) * J i
⊢ ∑ i, (spinZ s i - spinZ t i) * J i = (spinZ s k - spinZ t k) * J k + ∑ i < k, (spinZ s i - spinZ t i) * J i
```

The message says that the backward rewrite with `Finset.sum_insert` found no match for its pattern, although the right-hand side of the goal has the intended form. The summand was not given, so it appears in the pattern as the unknown function `?m.192`, and Lean has to find it by matching `?m.192 k` with `(spinZ s k - spinZ t k) * J k`. Since `k` is already a variable of the context, which the unknown function could itself mention, this does not determine the function uniquely, and Lean does not abstract over `k` here. It tries instead to match the two applications part by part, which sets `k` against `J k`, an index against a real number, and fails.

The repair states the summand through `(f := ...)`, so nothing is left to guess. `Eq.trans` then uses the lemma to replace the right-hand side by the sum over `insert k (Iio k)`, which the following lines expect. Putting `rw [h1]` on its own line only separates the step that already worked.

Lean accepts the file once it reads:

```diff
@@ -38,5 +38,7 @@
       simp only [linePos, sub_mul, Finset.sum_sub_distrib]
       ring
-    rw [h1, ← Finset.sum_insert (by simp : k ∉ Iio k)]
+    rw [h1]
+    refine Eq.trans ?_ (Finset.sum_insert (f := fun i => (spinZ s i - spinZ t i) * J i)
+      (by simp : k ∉ Iio k))
     symm
     refine Finset.sum_subset (subset_univ _) fun i _ hi => ?_
```
